# Two integrals of the neutral Thomas-Fermi atom fixed by its initial slope

Q: Your screening function \(\chi(x)\) has a slope \(\chi'(0)\) at the nucleus, yet its second derivative blows up there like \(1/\sqrt{x}\). What does differentiability mean at that point?

A: It is one-sided. Here \(x\ge 0\) is the distance from the nucleus in units of the Thomas-Fermi length \(b=\tfrac12(3\pi/4)^{2/3}a_0Z^{-1/3}\), where \(a_0\) is the Bohr radius. In Gaussian units, \(Ze\chi/r\) with \(r=bx\) is the screened potential of a nucleus of charge \(Ze\). The slope exists and is continuous on \([0,\infty)\), while the differential equation \(\chi''=\chi^{3/2}/\sqrt{x}\) is imposed only for \(x>0\).

```lean
import Mathlib

open Set Filter Topology MeasureTheory

namespace ThomasFermiIntegrals

noncomputable section

/-- A screening function `χ` of the neutral Thomas-Fermi atom with slope `χ'`: nonnegative,
continuously differentiable up to the nucleus, equal to one there, vanishing at infinity,
and obeying the Thomas-Fermi equation. -/
structure NeutralAtom (χ χ' : ℝ → ℝ) : Prop where
  nonneg : ∀ x, 0 ≤ x → 0 ≤ χ x
  slope : ∀ x, 0 ≤ x → HasDerivWithinAt χ (χ' x) (Ici 0) x
  slope_cont : ContinuousOn χ' (Ici 0)
  equation : ∀ x, 0 < x → HasDerivAt χ' (χ x ^ (3 / 2 : ℝ) / √x) x
  origin : χ 0 = 1
  decay : Tendsto χ atTop (𝓝 0)
```

Q: I see two functions, `χ` and `χ'`. Is the second one independent data?

A: Only in name: `slope` makes it the derivative of `χ` within `Ici 0`, which is \([0,\infty)\). The field `equation` then differentiates `χ'` once more. The condition \(\chi(0)=1\) says that the bare nucleus is seen at close range, and \(\chi\to0\) says that screening becomes complete far away, as in a neutral atom.

Q: And what follows from these conditions?

A: With \(B=-\chi'(0)\), written `-χ' 0` in Lean,
\[
\int_0^\infty \frac{\chi^{5/2}}{\sqrt{x}}\,dx=\frac{5B}{7},\qquad \int_0^\infty \chi'^2\,dx=\frac{2B}{7}.
\]
The derivation uses an auxiliary function, \(V=x\chi'^2-\tfrac45\sqrt{x}\,\chi^{5/2}\).

```lean
/-- The virial function `x χ'² - (4/5) √x χ^(5/2)`. -/
def virialFn (χ χ' : ℝ → ℝ) (x : ℝ) : ℝ :=
  x * χ' x ^ 2 - 4 / 5 * (√x * χ x ^ (5 / 2 : ℝ))
```

Q: Where is the atom's energy in this?

A: In three definitions, in units of \(Z^2e^2/b\). The electron density is \(n=\frac{Z}{4\pi b^3}(\chi/x)^{3/2}\). The mean kinetic energy per electron is three fifths of the local Fermi energy \(Ze^2\chi/r\), which gives the first integral.

```lean
/-- Kinetic energy of the neutral atom, in units of `Z²e²/b` with `b` the Thomas-Fermi length. -/
def kinetic (χ : ℝ → ℝ) : ℝ := 3 / 5 * ∫ x in Ioi (0 : ℝ), χ x ^ (5 / 2 : ℝ) / √x
```

Integrating \(-Ze^2/r\) against \(n\) gives the attraction.

```lean
/-- Electron-nucleus attraction energy, in the same units. -/
def attraction (χ : ℝ → ℝ) : ℝ := -∫ x in Ioi (0 : ℝ), χ x ^ (3 / 2 : ℝ) / √x
```

The electrons' own potential energy function is \(Ze^2(1-\chi)/r\), and half its integral against \(n\) is the repulsion.

```lean
/-- Classical electron-electron repulsion energy, in the same units. -/
def repulsion (χ : ℝ → ℝ) : ℝ :=
  1 / 2 * ∫ x in Ioi (0 : ℝ), χ x ^ (3 / 2 : ℝ) * (1 - χ x) / √x
```

These reductions to one dimension enter as definitions; the file does not derive them from a density functional.

Q: To evaluate \(V\) at infinity, you will want \(x\chi'^2\) and \(\sqrt{x}\,\chi^{5/2}\) to tend to zero there. You list neither as a condition.

A: Both follow from \(\chi\to0\) together with \(\chi\ge0\) and the Thomas-Fermi equation. The tools are \(\chi^{5/2}=\chi\,\chi^{3/2}\) and the mean value theorem.

```lean
/-- For a nonnegative number, the power 5/2 is the number times its power 3/2. -/
theorem rpow_five_halves {c : ℝ} (hc : 0 ≤ c) :
    c ^ (5 / 2 : ℝ) = c * c ^ (3 / 2 : ℝ) := by
  rw [show (5 / 2 : ℝ) = 1 + 3 / 2 by norm_num,
    Real.rpow_add_of_nonneg hc (by norm_num) (by norm_num), Real.rpow_one]

/-- For a function continuous on the closed half-line and differentiable on the open one, the change
over an interval is the length of the interval times the derivative at some interior point. -/
theorem mean_value {f f' : ℝ → ℝ} (hc : ContinuousOn f (Ici 0))
    (hd : ∀ x, 0 < x → HasDerivAt f (f' x) x) {a b : ℝ} (ha : 0 ≤ a) (hab : a < b) :
    ∃ c, a < c ∧ c < b ∧ f b - f a = f' c * (b - a) := by
  obtain ⟨c, hm, e⟩ := exists_hasDerivAt_eq_slope f f' hab
    (hc.mono fun y hy => ha.trans hy.1) (fun y hy => hd y (lt_of_le_of_lt ha hy.1))
  exact ⟨c, hm.1, hm.2, by rw [e, div_mul_cancel₀ _ (sub_pos.2 hab).ne']⟩

variable {χ χ' : ℝ → ℝ}

/-- The screening function is continuous up to the nucleus and has derivative `χ'` away
from it. -/
theorem NeutralAtom.regular (h : NeutralAtom χ χ') :
    ContinuousOn χ (Ici 0) ∧ ∀ x, 0 < x → HasDerivAt χ (χ' x) x :=
  ⟨fun x hx => (h.slope x hx).continuousWithinAt,
    fun x hx => (h.slope x hx.le).hasDerivAt (Ici_mem_nhds hx)⟩
```

Since \(\chi''\ge0\), the slope never decreases.

```lean
/-- The slope of the screening function does not decrease with distance from the nucleus. -/
theorem NeutralAtom.slope_mono (h : NeutralAtom χ χ') {x y : ℝ} (hx : 0 ≤ x) (hxy : x ≤ y) :
    χ' x ≤ χ' y := by
  rcases hxy.eq_or_lt with rfl | hlt
  · exact le_rfl
  · obtain ⟨c, h1, h2, e⟩ := mean_value h.slope_cont h.equation hx hlt
    have hq : 0 ≤ χ c ^ (3 / 2 : ℝ) / √c :=
      div_nonneg (Real.rpow_nonneg (h.nonneg c (by linarith)) _) (Real.sqrt_nonneg c)
    have := mul_nonneg hq (sub_nonneg.2 hxy)
    linarith
```

Now apply the mean value theorem to \(\chi\) on \([x/2,x]\) and on \([x,2x]\). Monotonicity of \(\chi'\) puts the slope at \(x\) between the two mean slopes:
\[
2\bigl(\chi(x)-\chi(x/2)\bigr)\le x\chi'(x)\le \chi(2x)-\chi(x).
\]
Both ends tend to zero, so \(x\chi'\to0\). Dividing by \(x\) gives \(\chi'\to0\), and the product of the two gives \(x\chi'^2\to0\). In Lean the squeeze is `tendsto_of_tendsto_of_tendsto_of_le_of_le'`.

```lean
/-- The slope `χ'`, and even `x χ'`, tends to zero at infinity. -/
theorem NeutralAtom.slope_decay (h : NeutralAtom χ χ') :
    Tendsto (fun x => x * χ' x) atTop (𝓝 0) ∧ Tendsto χ' atTop (𝓝 0) := by
  have hxp : Tendsto (fun x => x * χ' x) atTop (𝓝 0) := by
    have hd : Tendsto (fun x : ℝ => χ (2 * x)) atTop (𝓝 0) :=
      h.decay.comp (tendsto_id.const_mul_atTop (by norm_num))
    have hh : Tendsto (fun x : ℝ => χ (x / 2)) atTop (𝓝 0) :=
      h.decay.comp (tendsto_id.atTop_div_const (by norm_num))
    have lo : Tendsto (fun x => 2 * (χ x - χ (x / 2))) atTop (𝓝 0) := by
      simpa using (h.decay.sub hh).const_mul 2
    have up : Tendsto (fun x => χ (2 * x) - χ x) atTop (𝓝 0) := by
      simpa using hd.sub h.decay
    -- compare the slope at x with mean slopes on [x/2, x] and [x, 2x]
    refine tendsto_of_tendsto_of_tendsto_of_le_of_le' lo up ?_ ?_
    · filter_upwards [eventually_gt_atTop (0 : ℝ)] with x hx
      obtain ⟨c, h1, h2, e⟩ := mean_value h.regular.1 h.regular.2
        (a := x / 2) (b := x) (by linarith) (by linarith)
      have hm := h.slope_mono (by linarith : 0 ≤ c) h2.le
      nlinarith [mul_le_mul_of_nonneg_left hm hx.le]
    · filter_upwards [eventually_gt_atTop (0 : ℝ)] with x hx
      obtain ⟨c, h1, h2, e⟩ := mean_value h.regular.1 h.regular.2
        (a := x) (b := 2 * x) hx.le (by linarith)
      have hm := h.slope_mono hx.le h1.le
      nlinarith [mul_le_mul_of_nonneg_left hm hx.le]
  refine ⟨hxp, ?_⟩
  have q : Tendsto (fun x : ℝ => x⁻¹ * (x * χ' x)) atTop (𝓝 (0 * 0)) :=
    tendsto_inv_atTop_zero.mul hxp
  rw [mul_zero] at q
  refine q.congr' ?_
  filter_upwards [eventually_gt_atTop (0 : ℝ)] with x hx
  exact inv_mul_cancel_left₀ hx.ne' _
```

Q: That leaves \(\sqrt{x}\,\chi^{5/2}\).

A: A nondecreasing slope with limit zero is never positive, so \(\chi\) does not increase. For some \(c\) between \(x/2\) and \(x\),
\[
\chi'(x)-\chi'(x/2)=\frac{\chi(c)^{3/2}}{\sqrt{c}}\,\frac{x}{2}\ \ge\ \frac{\chi(x)^{3/2}}{\sqrt{x}}\,\frac{x}{2}=\frac12\sqrt{x}\,\chi(x)^{3/2}.
\]
The left side tends to zero, hence so does \(\sqrt{x}\,\chi^{3/2}\), which is `key` in the proof. Multiplying by \(\chi\) finishes the argument.

```lean
/-- The quantity `√x χ^(5/2)` tends to zero at infinity. -/
theorem NeutralAtom.pressure_decay (h : NeutralAtom χ χ') :
    Tendsto (fun x => √x * χ x ^ (5 / 2 : ℝ)) atTop (𝓝 0) := by
  have hneg : ∀ x, 0 ≤ x → χ' x ≤ 0 := fun x hx =>
    ge_of_tendsto h.slope_decay.2
      ((eventually_ge_atTop x).mono fun y hy => h.slope_mono hx hy)
  have hh : Tendsto (fun x : ℝ => χ' (x / 2)) atTop (𝓝 0) :=
    h.slope_decay.2.comp (tendsto_id.atTop_div_const (by norm_num))
  have up : Tendsto (fun x => 2 * (χ' x - χ' (x / 2))) atTop (𝓝 0) := by
    simpa using (h.slope_decay.2.sub hh).const_mul 2
  have key : Tendsto (fun x => √x * χ x ^ (3 / 2 : ℝ)) atTop (𝓝 0) := by
    refine tendsto_of_tendsto_of_tendsto_of_le_of_le' tendsto_const_nhds up ?_ ?_
    · filter_upwards [eventually_gt_atTop (0 : ℝ)] with x hx
      exact mul_nonneg (Real.sqrt_nonneg x) (Real.rpow_nonneg (h.nonneg x hx.le) _)
    · filter_upwards [eventually_gt_atTop (0 : ℝ)] with x hx
      obtain ⟨c, h1, h2, e⟩ := mean_value h.slope_cont h.equation
        (a := x / 2) (b := x) (by linarith) (by linarith)
      have hc : 0 < c := by linarith
      obtain ⟨d, h3, h4, e2⟩ := mean_value h.regular.1 h.regular.2 hc.le h2
      have hle : χ x ≤ χ c := by
        nlinarith [mul_nonneg (neg_nonneg.2 (hneg d (by linarith))) (sub_nonneg.2 h2.le)]
      -- the curvature on [x/2, x] is at least its value at x
      have hq : χ x ^ (3 / 2 : ℝ) / √x ≤ χ c ^ (3 / 2 : ℝ) / √c :=
        div_le_div₀ (Real.rpow_nonneg (h.nonneg c hc.le) _)
          (Real.rpow_le_rpow (h.nonneg x hx.le) hle (by norm_num))
          (Real.sqrt_pos.2 hc) (Real.sqrt_le_sqrt h2.le)
      have hs : x / √x = √x := Real.div_sqrt
      have e3 : √x * χ x ^ (3 / 2 : ℝ) = χ x ^ (3 / 2 : ℝ) / √x * x := by
        linear_combination (-(χ x ^ (3 / 2 : ℝ))) * hs
      rw [e3]
      nlinarith [mul_le_mul_of_nonneg_right hq hx.le]
  have q := h.decay.mul key
  rw [mul_zero] at q
  refine q.congr' ?_
  filter_upwards [eventually_gt_atTop (0 : ℝ)] with x hx
  rw [rpow_five_halves (h.nonneg x hx.le)]
  ring
```

Q: Now the integrals themselves.

A: Differentiate two functions for \(x>0\), inserting the Thomas-Fermi equation for \(\chi''\). The first is
\[
(\chi\chi')'=\chi'^2+\frac{\chi^{5/2}}{\sqrt{x}}.
\]
The second is
\[
V'=\chi'^2+2\sqrt{x}\,\chi'\chi^{3/2}-\frac25\frac{\chi^{5/2}}{\sqrt{x}}-2\sqrt{x}\,\chi^{3/2}\chi'=\chi'^2-\frac25\frac{\chi^{5/2}}{\sqrt{x}}.
\]
The mixed terms cancel because \(x/\sqrt{x}=\sqrt{x}\), which is the identity `hs` given to `linear_combination`.

```lean
/-- Balance laws: the derivatives of `χ χ'` and of the virial function are combinations of
`χ'²` and `χ^(5/2)/√x`. -/
theorem NeutralAtom.balance (h : NeutralAtom χ χ') {x : ℝ} (hx : 0 < x) :
    HasDerivAt (fun y => χ y * χ' y) (χ' x ^ 2 + χ x ^ (5 / 2 : ℝ) / √x) x ∧
    HasDerivAt (virialFn χ χ') (χ' x ^ 2 - 2 / 5 * (χ x ^ (5 / 2 : ℝ) / √x)) x := by
  constructor
  · refine ((h.regular.2 x hx).fun_mul (h.equation x hx)).congr_deriv ?_
    rw [rpow_five_halves (h.nonneg x hx.le)]
    ring
  · have hsq : HasDerivAt (fun y => χ' y ^ 2) (2 * χ' x * (χ x ^ (3 / 2 : ℝ) / √x)) x :=
      ((h.equation x hx).fun_pow 2).congr_deriv (by norm_num)
    have h1 := (hasDerivAt_id' x).fun_mul hsq
    have h2 := ((Real.hasDerivAt_sqrt hx.ne').fun_mul
      ((h.regular.2 x hx).rpow_const (p := 5 / 2) (Or.inr (by norm_num)))).const_mul (4 / 5)
    refine (h1.fun_sub h2).congr_deriv ?_
    have hs : x / √x = √x := Real.div_sqrt
    rw [show (5 / 2 : ℝ) - 1 = 3 / 2 by norm_num]
    linear_combination (2 * χ' x * χ x ^ (3 / 2 : ℝ)) * hs
```

Two combinations isolate the integrands:
\[
\Bigl[\tfrac57(\chi\chi'-V)\Bigr]'=\frac{\chi^{5/2}}{\sqrt{x}},\qquad
\Bigl[\tfrac57\bigl(\tfrac25\chi\chi'+V\bigr)\Bigr]'=\chi'^2.
\]
At infinity \(\chi\chi'\) and \(V\) vanish. At the nucleus \(V(0)=0\) and \(\chi(0)\chi'(0)=-B\). The brackets therefore rise from \(-5B/7\) and \(-2B/7\) to zero, which gives the two values.

Q: Did you check that the integrals converge? Lean assigns zero to a divergent one.

A: Yes, `IntegrableOn` is part of the conclusion. A nonnegative derivative whose antiderivative has a finite limit is integrable, and `integrableOn_Ioi_deriv_of_nonneg` says exactly that. It needs the derivative only on `Ioi 0`, the open half-line, together with continuity of the antiderivative at zero, so the singular curvature does no harm. In the proof, `c`, `d`, `p` and `l` supply continuity, derivative, nonnegativity and limit.

```lean
/-- With `B = -χ'(0)`, the functions `χ^(5/2)/√x` and `χ'²` are integrable over the half-line,
with integrals `5B/7` and `2B/7`. -/
theorem NeutralAtom.integrals (h : NeutralAtom χ χ') :
    (IntegrableOn (fun x => χ x ^ (5 / 2 : ℝ) / √x) (Ioi 0) ∧
      ∫ x in Ioi (0 : ℝ), χ x ^ (5 / 2 : ℝ) / √x = 5 / 7 * (-χ' 0)) ∧
    (IntegrableOn (fun x => χ' x ^ 2) (Ioi 0) ∧
      ∫ x in Ioi (0 : ℝ), χ' x ^ 2 = 2 / 7 * (-χ' 0)) := by
  have z : (0 : ℝ) ∈ Ici (0 : ℝ) := le_refl (0 : ℝ)
  have hV0 : virialFn χ χ' 0 = 0 := by simp [virialFn]
  have cW : ContinuousWithinAt (fun x => χ x * χ' x) (Ici 0) 0 :=
    (h.regular.1.mul h.slope_cont) 0 z
  have cV : ContinuousWithinAt (virialFn χ χ') (Ici 0) 0 :=
    ((continuousOn_id.mul (h.slope_cont.pow 2)).sub (continuousOn_const.mul
      (Real.continuous_sqrt.continuousOn.mul
        (h.regular.1.rpow_const fun _ _ => Or.inr (by norm_num))))) 0 z
  -- both boundary terms vanish at infinity
  have lW : Tendsto (fun x => χ x * χ' x) atTop (𝓝 0) := by
    have q := h.decay.mul h.slope_decay.2
    rwa [mul_zero] at q
  have lV : Tendsto (virialFn χ χ') atTop (𝓝 0) := by
    have q := (h.slope_decay.1.mul h.slope_decay.2).sub (h.pressure_decay.const_mul (4 / 5))
    rw [mul_zero, mul_zero, sub_zero] at q
    refine q.congr fun x => ?_
    unfold virialFn
    ring
  constructor
  · have c : ContinuousWithinAt (fun x => 5 / 7 * (χ x * χ' x - virialFn χ χ' x)) (Ici 0) 0 :=
      continuousWithinAt_const.mul (cW.sub cV)
    have d : ∀ x ∈ Ioi (0 : ℝ), HasDerivAt (fun x => 5 / 7 * (χ x * χ' x - virialFn χ χ' x))
        (χ x ^ (5 / 2 : ℝ) / √x) x := fun x hx =>
      (((h.balance hx).1.fun_sub (h.balance hx).2).const_mul (5 / 7)).congr_deriv (by ring)
    have p : ∀ x ∈ Ioi (0 : ℝ), 0 ≤ χ x ^ (5 / 2 : ℝ) / √x := fun x hx =>
      div_nonneg (Real.rpow_nonneg (h.nonneg x (le_of_lt hx)) _) (Real.sqrt_nonneg x)
    have l : Tendsto (fun x => 5 / 7 * (χ x * χ' x - virialFn χ χ' x)) atTop (𝓝 0) := by
      have q := (lW.sub lV).const_mul (5 / 7)
      rwa [sub_zero, mul_zero] at q
    exact ⟨integrableOn_Ioi_deriv_of_nonneg c d p l,
      (integral_Ioi_of_hasDerivAt_of_nonneg c d p l).trans
        (by simp only [hV0, h.origin]; ring)⟩
  · have c : ContinuousWithinAt (fun x => 5 / 7 * (2 / 5 * (χ x * χ' x) + virialFn χ χ' x))
        (Ici 0) 0 := continuousWithinAt_const.mul ((continuousWithinAt_const.mul cW).add cV)
    have d : ∀ x ∈ Ioi (0 : ℝ), HasDerivAt
        (fun x => 5 / 7 * (2 / 5 * (χ x * χ' x) + virialFn χ χ' x)) (χ' x ^ 2) x := fun x hx =>
      ((((h.balance hx).1.const_mul (2 / 5)).fun_add (h.balance hx).2).const_mul
        (5 / 7)).congr_deriv (by ring)
    have p : ∀ x ∈ Ioi (0 : ℝ), 0 ≤ χ' x ^ 2 := fun x _ => sq_nonneg _
    have l : Tendsto (fun x => 5 / 7 * (2 / 5 * (χ x * χ' x) + virialFn χ χ' x))
        atTop (𝓝 0) := by
      have q := ((lW.const_mul (2 / 5)).add lV).const_mul (5 / 7)
      rwa [mul_zero, add_zero, mul_zero] at q
    exact ⟨integrableOn_Ioi_deriv_of_nonneg c d p l,
      (integral_Ioi_of_hasDerivAt_of_nonneg c d p l).trans
        (by simp only [hV0, h.origin]; ring)⟩
```

Q: Could \(B\) be zero, making all this empty?

A: No. If \(\chi'(0)\ge0\), then \(\chi'\ge0\) everywhere and \(\chi\ge1\), which contradicts \(\chi\to0\).

```lean
/-- The initial slope parameter `B = -χ'(0)` is strictly positive. -/
theorem NeutralAtom.slope_pos (h : NeutralAtom χ χ') : 0 < -χ' 0 := by
  by_contra hn
  have h1 : ∀ᶠ x in atTop, 1 ≤ χ x := by
    filter_upwards [eventually_gt_atTop (0 : ℝ)] with x hx
    obtain ⟨c, hc, _, e⟩ := mean_value h.regular.1 h.regular.2 le_rfl hx
    have hm := h.slope_mono le_rfl hc.le
    have h0 : 0 ≤ χ' c := by linarith
    rw [h.origin] at e
    nlinarith [mul_nonneg h0 hx.le]
  have := ge_of_tendsto h.decay h1
  linarith
```

Q: Then give me the energies.

A: The kinetic energy is \(\tfrac35\cdot\tfrac57B=\tfrac37B\). Since \(\chi^{3/2}/\sqrt{x}\) is the derivative of \(\chi'\), its integral is \(0-\chi'(0)=B\), so the attraction is \(-B\). The repulsion integrand is the difference of two known ones, which gives \(\tfrac12(B-\tfrac57B)=\tfrac17B\). Twice the kinetic energy plus the potential energy is
\[
\tfrac67B-B+\tfrac17B=0.
\]
The Lean proof splits the repulsion integral with `integral_sub` in the same way.

```lean
/-- With `B = -χ'(0)`, the kinetic, attraction and repulsion energies are `3B/7`, `-B` and
`B/7`, and twice the kinetic energy plus the potential energy is zero. -/
theorem NeutralAtom.energies (h : NeutralAtom χ χ') :
    kinetic χ = 3 / 7 * (-χ' 0) ∧ attraction χ = -(-χ' 0) ∧
    repulsion χ = 1 / 7 * (-χ' 0) ∧
    2 * kinetic χ + (attraction χ + repulsion χ) = 0 := by
  have c : ContinuousWithinAt χ' (Ici 0) 0 := h.slope_cont 0 (le_refl (0 : ℝ))
  have d : ∀ x ∈ Ioi (0 : ℝ), HasDerivAt χ' (χ x ^ (3 / 2 : ℝ) / √x) x :=
    fun x hx => h.equation x hx
  have p : ∀ x ∈ Ioi (0 : ℝ), 0 ≤ χ x ^ (3 / 2 : ℝ) / √x := fun x hx =>
    div_nonneg (Real.rpow_nonneg (h.nonneg x (le_of_lt hx)) _) (Real.sqrt_nonneg x)
  have i3 := integrableOn_Ioi_deriv_of_nonneg c d p h.slope_decay.2
  have v3 := integral_Ioi_of_hasDerivAt_of_nonneg c d p h.slope_decay.2
  obtain ⟨⟨i5, v5⟩, -⟩ := h.integrals
  -- split the repulsion integral into the two known ones
  have vr : ∫ x in Ioi (0 : ℝ), χ x ^ (3 / 2 : ℝ) * (1 - χ x) / √x =
      (∫ x in Ioi (0 : ℝ), χ x ^ (3 / 2 : ℝ) / √x) -
        ∫ x in Ioi (0 : ℝ), χ x ^ (5 / 2 : ℝ) / √x := by
    rw [← integral_sub i3 i5]
    refine setIntegral_congr_fun measurableSet_Ioi fun x hx => ?_
    simp only [rpow_five_halves (h.nonneg x (le_of_lt hx))]
    ring
  have hT : kinetic χ = 3 / 7 * (-χ' 0) := by
    unfold kinetic
    rw [v5]
    ring
  have hA : attraction χ = -(-χ' 0) := by
    unfold attraction
    rw [v3]
    ring
  have hR : repulsion χ = 1 / 7 * (-χ' 0) := by
    unfold repulsion
    rw [vr, v3, v5]
    ring
  exact ⟨hT, hA, hR, by rw [hT, hA, hR]; ring⟩

end

end ThomasFermiIntegrals
```

```lean
#print axioms ThomasFermiIntegrals.NeutralAtom.slope_pos
#print axioms ThomasFermiIntegrals.NeutralAtom.energies
```

```
'ThomasFermiIntegrals.NeutralAtom.slope_pos' depends on axioms: [propext, Classical.choice, Quot.sound]
'ThomasFermiIntegrals.NeutralAtom.energies' depends on axioms: [propext, Classical.choice, Quot.sound]
```

Q: So you have the virial theorem for atoms?

A: I have the virial relation for this one model. It concerns a neutral atom with a semiclassical kinetic energy and classical repulsion, without exchange, correlation or gradient corrections, and it says nothing about many-electron wavefunctions. Ions are not covered either.

Q: Does the file show that such a \(\chi\) exists?

A: No. The theorems apply to any pair satisfying `NeutralAtom`; existence, uniqueness and the numerical value of \(B\) are left open.

Q: What would I use it for?

A: For a numerical solution of the neutral Thomas-Fermi atom, the two integrals can be compared with the computed initial slope. Within the same model, that slope alone fixes the total energy, \(-\tfrac37B\) in units of \(Z^2e^2/b\).
